# Density of states of a tilted 2D Dirac cone below critical tilt

## The error of ignoring the tilt

Take $\hbar=1$ and measure energies from the node. For an upright Dirac cone with velocity $v$, the upper-band states of energy at most $E>0$ fill a disc of radius $E/v$ in the plane of wave vectors $k$. The area is $\pi E^2/v^2$ and its energy derivative is $2\pi E/v^2$. A tilt term $\langle w,k\rangle$ raises the energy on one side and lowers it by as much on the other, so one might expect the count to survive. It does not: for $0<\|w\|<v$ and $E>0$ the upright formula undercounts. In a non-interacting, strictly linear band with isotropic $v$, it then gives too low a carrier density at a given Fermi energy.

## The band and the result

With $\hbar=1$, the upper band is $\varepsilon(k)=\langle w,k\rangle+v\|k\|$, where the tilt $w$ is a velocity. The condition $\|w\|<v$ says that the energy rises in every direction away from the node, and it forces $v>0$. For $E\ge0$ the area $A(E)$ of $\{k:\varepsilon(k)\le E\}$, and for $E>0$ the density of states $g(E)=A'(E)$, taken without the factor $(2\pi)^{-2}$ and without degeneracy, are
$$A(E)=\frac{\pi vE^2}{(v^2-\|w\|^2)^{3/2}},\qquad g(E)=\frac{2\pi vE}{(v^2-\|w\|^2)^{3/2}}.$$

## From the ellipse to a disc

Put $s=\sqrt{v^2-\|w\|^2}>0$, so that $\|w\|^2=(v-s)(v+s)$. Write $a=\langle w,k\rangle$ and define the linear map $Mk=vk-\frac{a}{v+s}w$. Then $Mk+\frac Es w=vk+cw$ with $c=\frac Es-\frac a{v+s}$, and its squared norm is $v^2\|k\|^2+2vca+c^2\|w\|^2$, where
$$2vca=\frac{2vEa}{s}-\frac{2va^2}{v+s},\qquad c^2\|w\|^2=\frac{E^2\|w\|^2}{s^2}-\frac{2Ea(v-s)}{s}+\frac{a^2(v-s)}{v+s}.$$
These two terms add up to $E^2\|w\|^2/s^2+2Ea-a^2$. Subtracting $E^2v^2/s^2$ turns the first term into $-E^2$, so
$$\Big\|Mk+\frac Es w\Big\|^2-\Big(\frac{Ev}{s}\Big)^2=v^2\|k\|^2-(E-a)^2.$$
If $\varepsilon(k)\le E$, then $0\le v\|k\|\le E-a$, and squaring makes the right side non-positive. Conversely, a non-positive right side gives $v\|k\|\le|E-a|$. Suppose $E-a<0$. Then $v\|k\|\le a-E\le a\le\|w\|\|k\|$ by Cauchy–Schwarz, which contradicts $\|w\|<v$ for $k\ne0$, while $k=0$ gives $a=0$ and $E<0$. Hence $\varepsilon(k)\le E$ exactly when $Mk$ lies in the disc of radius $Ev/s$ about $-\frac Es w$.

With components $w_0,w_1$, the matrix of $M$ has entries $v\delta_{ij}-w_iw_j/(v+s)$, and
$$\det M=v^2-v\,\frac{w_0^2+w_1^2}{v+s}=v^2-v(v-s)=vs.$$
The preimage of the disc has area $\pi(Ev/s)^2/(vs)=\pi vE^2/s^3$. Differentiating gives $g$. At $w=0$, $s=v$ and $g=2\pi E/v^2$; a longer $w$ shrinks the denominator, so $g$ grows strictly.

For $w\ne0$ and $\|w\|\ge v$, the ray $k=-tw$ with $t\ge0$ has $\varepsilon=-t\|w\|(\|w\|-v)\le0\le E$, so the region is unbounded.

## A 3-4-5 cone and two failures

These examples come from direct arithmetic and are not among the checked theorems. Take $v=5$, $w=(3,0)$, $E=4$. Then $s=4$, $M=\mathrm{diag}(4,5)$, and the region is $(4k_0+3)^2+(5k_1)^2\le25$. This ellipse has semi-axes $5/4$ and $1$, and area $5\pi/4=\pi\cdot5\cdot16/4^3$. The density of states is $5\pi/8$ against $8\pi/25$ without tilt, a factor $125/64\approx1.95$.

Without $E\ge0$, take $w=0$, $v=1$, $E=-1$: the region is empty, but the formula gives $\pi$. Without $\|w\|<v$, take $w=(1,0)$, $v=E=1$: the region is $k_1^2\le1-2k_0$, the inside of a parabola, with infinite area, and the denominator vanishes.

## The objects in Lean

`band`, `sea`, `reducedVelocity` and `deform` are $\varepsilon$, its sublevel set, $s$ and $M$, on any real inner-product space `F`. `Plane` is Euclidean $\mathbb R^2$, and `volume` is Lebesgue area, with values in $[0,\infty]$. `area` is that area as a real number and `dos` its derivative; `toReal` sends infinite area to $0$, so `area` is a junk value wherever the region has infinite area, as it does for $E>0$ at or above the critical tilt $\|w\|=v$.

`volume_sea` states the formula for $A$ under `‖w‖ < v` and `0 ≤ E`, and `hasDerivAt_area` the one for $g$ under `0 < E`. `dos_lt_dos` compares two subcritical tilts by length alone, whatever their directions. `sea_unbounded` gives unboundedness of the set and says nothing of its area. The band is postulated, not derived from a Hamiltonian. The factor $(2\pi)^{-2}$, spin and valley degeneracy, the lower band, anisotropic velocities and any momentum cutoff are absent.

```lean
import Mathlib

open MeasureTheory Real

namespace TiltedDiracCone

noncomputable section

variable {F : Type*} [NormedAddCommGroup F] [InnerProductSpace ℝ F]

local notation "Plane" => EuclideanSpace ℝ (Fin 2)

/-- Upper band of a Dirac cone with velocity `v` and tilt `w`: `ε(k) = ⟨w,k⟩ + v ‖k‖`. -/
def band (w : F) (v : ℝ) (k : F) : ℝ := inner ℝ w k + v * ‖k‖

/-- The wave vectors whose band energy is at most `E`. -/
def sea (w : F) (v E : ℝ) : Set F := {k | band w v k ≤ E}

/-- The tilt-reduced velocity `s = √(v² - ‖w‖²)`. -/
def reducedVelocity (w : F) (v : ℝ) : ℝ := √(v ^ 2 - ‖w‖ ^ 2)

/-- The linear deformation of k-space `M k = v k - ⟨w,k⟩ w / (v + s)`. -/
def deform (w : F) (v : ℝ) : F →ₗ[ℝ] F where
  toFun k := v • k - (inner ℝ w k / (v + reducedVelocity w v)) • w
  map_add' := by
    intro x y
    simp only [inner_add_right]
    module
  map_smul' := by
    intro c x
    simp only [real_inner_smul_right, RingHom.id_apply]
    module

/-- The k-plane area of the states with energy at most `E`, as a real number (`0` if the area is
infinite); below critical tilt it is the integrated density of states without the factor `(2π)⁻²`
and without degeneracy. -/
def area (w : Plane) (v E : ℝ) : ℝ := (volume (sea w v E)).toReal

/-- Density of states without the factor `(2π)⁻²` and without degeneracy: the energy derivative of
`area` at `E`. -/
def dos (w : Plane) (v E : ℝ) : ℝ := deriv (area w v) E

/-- For `D ≥ 0`, the power `D^(3/2)` is the cube of `√D`. -/
theorem rpow_three_halves {D : ℝ} (hD : 0 ≤ D) : D ^ (3 / 2 : ℝ) = √D ^ 3 := by
  rw [Real.sqrt_eq_rpow, ← Real.rpow_natCast, ← Real.rpow_mul hD]
  norm_num

/-- For `‖w‖ < v` and `E ≥ 0`, a state `k` has energy at most `E` exactly when
`M k` lies within distance `E v / s` of `-(E / s) w`. -/
theorem mem_sea_iff (w : F) {v E : ℝ} (hw : ‖w‖ < v) (hE : 0 ≤ E) (k : F) :
    k ∈ sea w v E ↔
      ‖deform w v k + (E / reducedVelocity w v) • w‖ ≤ E * v / reducedVelocity w v := by
  have hn := norm_nonneg w
  have hk := norm_nonneg k
  have hv : 0 < v := by linarith
  have hD : 0 < v ^ 2 - ‖w‖ ^ 2 := by nlinarith
  have hs : 0 < reducedVelocity w v := Real.sqrt_pos.mpr hD
  have hs2 : reducedVelocity w v ^ 2 = v ^ 2 - ‖w‖ ^ 2 := Real.sq_sqrt hD.le
  have hvec : deform w v k + (E / reducedVelocity w v) • w =
      v • k + (E / reducedVelocity w v - inner ℝ w k / (v + reducedVelocity w v)) • w := by
    simp only [deform, LinearMap.coe_mk, AddHom.coe_mk]
    module
  rw [hvec]
  generalize reducedVelocity w v = s at hs hs2 ⊢
  have hw2 : ‖w‖ ^ 2 = (v - s) * (v + s) := by linear_combination hs2
  have hvs : v + s ≠ 0 := by positivity
  have hs0 : s ≠ 0 := hs.ne'
  have hR : 0 ≤ E * v / s := by positivity
  -- completing the square
  have key : ‖v • k + (E / s - inner ℝ w k / (v + s)) • w‖ ^ 2 - (E * v / s) ^ 2 =
      (v * ‖k‖) ^ 2 - (E - inner ℝ w k) ^ 2 := by
    rw [norm_add_sq_real]
    simp only [norm_smul, real_inner_smul_left, real_inner_smul_right, Real.norm_eq_abs,
      mul_pow, sq_abs]
    rw [real_inner_comm w k, hw2]
    field_simp
    ring
  change inner ℝ w k + v * ‖k‖ ≤ E ↔ _
  constructor
  · intro h
    have h2 : (v * ‖k‖) ^ 2 ≤ (E - inner ℝ w k) ^ 2 :=
      pow_le_pow_left₀ (by positivity) (by linarith) 2
    refine (pow_le_pow_iff_left₀ (norm_nonneg _) hR two_ne_zero).mp ?_
    linarith
  · intro h
    have h2 := pow_le_pow_left₀ (norm_nonneg _) h 2
    have h3 : (v * ‖k‖) ^ 2 ≤ (E - inner ℝ w k) ^ 2 := by linarith
    have h4 : v * ‖k‖ ≤ |E - inner ℝ w k| := (le_abs_self _).trans (sq_le_sq.mp h3)
    rcases abs_cases (E - inner ℝ w k) with ⟨h5, _⟩ | ⟨h5, h6⟩
    · linarith
    · -- the wrong sign contradicts Cauchy-Schwarz for a subcritical tilt
      exfalso
      have hcs := real_inner_le_norm w k
      rcases hk.eq_or_lt with h0 | h0
      · rw [← h0] at hcs
        linarith
      · have := mul_lt_mul_of_pos_right hw h0
        linarith

/-- In the plane, for `‖w‖ < v`, the deformation has determinant `v s`. -/
theorem det_deform (w : Plane) {v : ℝ} (hw : ‖w‖ < v) :
    LinearMap.det (deform w v) = v * reducedVelocity w v := by
  have hn := norm_nonneg w
  have hD : 0 < v ^ 2 - ‖w‖ ^ 2 := by nlinarith
  have hs : 0 < reducedVelocity w v := Real.sqrt_pos.mpr hD
  have hs2 : reducedVelocity w v ^ 2 = v ^ 2 - ‖w‖ ^ 2 := Real.sq_sqrt hD.le
  have hnorm : ‖w‖ ^ 2 = w 0 ^ 2 + w 1 ^ 2 := by
    rw [EuclideanSpace.norm_eq, Real.sq_sqrt (by positivity)]
    simp [Fin.sum_univ_two]
  have hM : LinearMap.toMatrix (EuclideanSpace.basisFun (Fin 2) ℝ).toBasis
      (EuclideanSpace.basisFun (Fin 2) ℝ).toBasis (deform w v) =
      !![v - w 0 / (v + reducedVelocity w v) * w 0, -(w 1 / (v + reducedVelocity w v) * w 0);
        -(w 0 / (v + reducedVelocity w v) * w 1), v - w 1 / (v + reducedVelocity w v) * w 1] := by
    ext i j
    fin_cases i <;> fin_cases j <;>
      simp [LinearMap.toMatrix_apply, deform, PiLp.inner_apply, Fin.sum_univ_two]
  rw [← LinearMap.det_toMatrix (EuclideanSpace.basisFun (Fin 2) ℝ).toBasis, hM,
    Matrix.det_fin_two_of]
  generalize reducedVelocity w v = s at hs hs2 ⊢
  have hvs : v + s ≠ 0 := by linarith
  have hq : (w 0 ^ 2 + w 1 ^ 2) / (v + s) = v - s := by
    rw [div_eq_iff hvs]
    linear_combination hs2 - hnorm
  linear_combination (-v) * hq

/-- For `‖w‖ < v` and `E ≥ 0`, the Lebesgue area of the `k` in the plane with
`⟨w,k⟩ + v ‖k‖ ≤ E` is `π v E² / (v² - ‖w‖²)^(3/2)`. -/
theorem volume_sea (w : Plane) {v E : ℝ} (hw : ‖w‖ < v) (hE : 0 ≤ E) :
    volume (sea w v E) = ENNReal.ofReal (π * v * E ^ 2 / (v ^ 2 - ‖w‖ ^ 2) ^ (3 / 2 : ℝ)) := by
  have hn := norm_nonneg w
  have hv : 0 < v := by linarith
  have hD : 0 < v ^ 2 - ‖w‖ ^ 2 := by nlinarith
  have hs : 0 < reducedVelocity w v := Real.sqrt_pos.mpr hD
  have hpow : (v ^ 2 - ‖w‖ ^ 2) ^ (3 / 2 : ℝ) = reducedVelocity w v ^ 3 :=
    rpow_three_halves hD.le
  have hdet := det_deform w hw
  -- the region is the preimage of a disc under the deformation
  have hset : sea w v E = deform w v ⁻¹'
      Metric.closedBall (-((E / reducedVelocity w v) • w)) (E * v / reducedVelocity w v) := by
    ext k
    rw [mem_sea_iff w hw hE, Set.mem_preimage, Metric.mem_closedBall, dist_eq_norm,
      sub_neg_eq_add]
  have hne : LinearMap.det (deform w v) ≠ 0 := by
    rw [hdet]
    positivity
  rw [hset, Measure.addHaar_preimage_linearMap volume hne,
    EuclideanSpace.volume_closedBall_fin_two, hdet, hpow]
  generalize reducedVelocity w v = s at hs ⊢
  have hR : 0 ≤ E * v / s := by positivity
  have hi : 0 < (v * s)⁻¹ := by positivity
  rw [← ENNReal.ofReal_pow hR, ← ENNReal.ofReal_mul (sq_nonneg _), abs_of_pos hi,
    ← ENNReal.ofReal_mul hi.le]
  congr 1
  field_simp

/-- For `‖w‖ < v` and `E > 0`, the area below `E` has energy derivative
`2 π v E / (v² - ‖w‖²)^(3/2)`. -/
theorem hasDerivAt_area (w : Plane) {v E : ℝ} (hw : ‖w‖ < v) (hE : 0 < E) :
    HasDerivAt (area w v) (2 * π * v * E / (v ^ 2 - ‖w‖ ^ 2) ^ (3 / 2 : ℝ)) E := by
  have hn := norm_nonneg w
  have hv : 0 < v := by linarith
  have hD : 0 < v ^ 2 - ‖w‖ ^ 2 := by nlinarith
  have h : ∀ D : ℝ, HasDerivAt (fun e : ℝ => π * v * e ^ 2 / D) (2 * π * v * E / D) E :=
    fun D => (((hasDerivAt_pow 2 E).const_mul (π * v)).div_const D).congr_deriv
      (by ring)
  refine (h _).congr_of_eventuallyEq ?_
  filter_upwards [lt_mem_nhds hE] with e he
  rw [area, volume_sea w hw he.le,
    ENNReal.toReal_ofReal (div_nonneg (by positivity) (Real.rpow_nonneg hD.le _))]

/-- For `v > 0` and zero tilt, `dos` (the derivative of the k-plane area) at `E > 0` is `2 π E /
v²`. -/
theorem dos_untilted {v E : ℝ} (hv : 0 < v) (hE : 0 < E) :
    dos 0 v E = 2 * π * E / v ^ 2 := by
  have h0 : ‖(0 : Plane)‖ < v := by simpa using hv
  have h1 : v ^ 2 - ‖(0 : Plane)‖ ^ 2 = v ^ 2 := by simp
  rw [dos, (hasDerivAt_area 0 h0 hE).deriv, h1, rpow_three_halves (sq_nonneg v),
    Real.sqrt_sq hv.le]
  field_simp

/-- At fixed `v` and `E > 0`, a longer tilt vector below `v` gives a strictly larger
density of states. -/
theorem dos_lt_dos (w₁ w₂ : Plane) {v E : ℝ} (h : ‖w₁‖ < ‖w₂‖) (hw : ‖w₂‖ < v) (hE : 0 < E) :
    dos w₁ v E < dos w₂ v E := by
  have hn := norm_nonneg w₁
  have hv : 0 < v := by linarith
  have hD : 0 < v ^ 2 - ‖w₂‖ ^ 2 := by nlinarith
  have hlt : v ^ 2 - ‖w₂‖ ^ 2 < v ^ 2 - ‖w₁‖ ^ 2 := by nlinarith
  rw [dos, dos, (hasDerivAt_area w₁ (h.trans hw) hE).deriv, (hasDerivAt_area w₂ hw hE).deriv]
  exact div_lt_div_of_pos_left (by positivity) (Real.rpow_pos_of_pos hD _)
    (Real.rpow_lt_rpow hD.le hlt (by norm_num))

/-- A non-zero tilt with `‖w‖ < v` raises the density of states at `E > 0` strictly above
`2 π E / v²`. -/
theorem tilt_enhances_dos (w : Plane) {v E : ℝ} (h0 : w ≠ 0) (hw : ‖w‖ < v) (hE : 0 < E) :
    2 * π * E / v ^ 2 < dos w v E := by
  rw [← dos_untilted ((norm_nonneg w).trans_lt hw) hE]
  exact dos_lt_dos 0 w (by simpa using h0) hw hE

/-- For a non-zero tilt with `‖w‖ ≥ v`, the set of states with energy at most `E ≥ 0`
is unbounded. -/
theorem sea_unbounded (w : F) {v E : ℝ} (h0 : w ≠ 0) (hw : v ≤ ‖w‖) (hE : 0 ≤ E) :
    ¬ Bornology.IsBounded (sea w v E) := by
  intro h
  obtain ⟨C, hC⟩ := h.exists_norm_le
  have hn : 0 < ‖w‖ := norm_pos_iff.mpr h0
  -- the ray along `-w` stays below `E`
  have hnorm : ∀ t : ℝ, 0 ≤ t → ‖(-t) • w‖ = t * ‖w‖ := fun t ht => by
    rw [norm_smul, norm_neg, Real.norm_of_nonneg ht]
  have hray : ∀ t : ℝ, 0 ≤ t → (-t) • w ∈ sea w v E := fun t ht => by
    change inner ℝ w ((-t) • w) + v * ‖(-t) • w‖ ≤ E
    rw [hnorm t ht, real_inner_smul_right, real_inner_self_eq_norm_sq]
    nlinarith [mul_nonneg (mul_nonneg ht hn.le) (sub_nonneg.mpr hw)]
  have ht : 0 ≤ (|C| + 1) / ‖w‖ := by positivity
  have h1 := hC _ (hray _ ht)
  rw [hnorm _ ht, div_mul_cancel₀ _ hn.ne'] at h1
  linarith [le_abs_self C]

end

end TiltedDiracCone
```

```lean
#print axioms TiltedDiracCone.tilt_enhances_dos
-- 'TiltedDiracCone.tilt_enhances_dos' depends on axioms: [propext, Classical.choice, Quot.sound]
#print axioms TiltedDiracCone.sea_unbounded
-- 'TiltedDiracCone.sea_unbounded' depends on axioms: [propext, Classical.choice, Quot.sound]
```

## How the tactics follow the algebra

In `mem_sea_iff`, `hvec` is the form $vk+cw$ and `hw2` the factorisation of $\|w\|^2$. `key` is the completed square: `norm_add_sq_real` expands the norm, and `field_simp` with `ring` collects the terms. The reverse direction splits on the sign of $E-a$ by `abs_cases`, and `real_inner_le_norm` supplies Cauchy–Schwarz. The dimension plays no role here.

`det_deform` writes out the matrix in `hM` and closes with `hq`, which is $(w_0^2+w_1^2)/(v+s)=v-s$. In `volume_sea`, `hset` identifies the region with the preimage of the disc, `Measure.addHaar_preimage_linearMap` multiplies by $|(\det M)^{-1}|$, `EuclideanSpace.volume_closedBall_fin_two` gives the area of the disc, and `rpow_three_halves` turns the power $3/2$ into $s^3$.

`hasDerivAt_area` differentiates the quadratic in the energy and transfers the result to `area`. The two functions agree for all energies near $E$ because $E>0$, which `filter_upwards` uses. `dos_untilted` sets $w=0$, `dos_lt_dos` compares denominators by `Real.rpow_lt_rpow`, and `tilt_enhances_dos` combines them with `w₁` equal to zero. `sea_unbounded` assumes a bound $C$ on the norms and takes $t=(|C|+1)/\|w\|$ on the ray, a point of norm $|C|+1$.
